# For spinless orbitals with time reversal on the square lattice, rotation eigenvalues fix the number at (1/2,1/2) modulo 4

## Orbitals, momenta and eigenvalue counts

The lattice constant is 1. Orbitals sit at the fourfold sites $(0,0)$ and $(1/2,1/2)$, or in pairs on the edge centres $(1/2,0)$ and $(0,1/2)$. The three momenta are $\Gamma=(0,0)$, $X=(\pi,0)$ and $M=(\pi,\pi)$.

An orbital on a fourfold site has an on-site $C_4$ eigenvalue $\ell\in\{1,i,-1,-i\}$. At $(1/2,1/2)$ the numbers of orbitals with these eigenvalues are $c_0,c_1,c_2,c_3$, in that order, and $N=c_0+c_1+c_2+c_3$. An edge pair has a parity $p=\pm1$, the on-site $C_2$ eigenvalue. The numbers of orbitals and of edge pairs may be negative, so formal differences of orbital sets are allowed.

Time reversal is antiunitary and commutes with $C_4$, so it turns a state with eigenvalue $i$ into one with $-i$ on the same site. Hence $c_1=c_3$, and likewise at the origin.

Three differences of eigenvalue counts enter, all for rotations about the origin $(0,0)$:

- $[X_1]$: the number of $C_2$ eigenvalues $1$ at $X$, minus that at $\Gamma$;
- $[M_1]$: the number of $C_4$ eigenvalues $1$ at $M$, minus that at $\Gamma$;
- $[M_2]$: the number of $C_4$ eigenvalues $i$ at $M$, minus that at $\Gamma$.

## The congruence and the corner charge

With time reversal,
$$[X_1]+2[M_1]+3[M_2]\equiv N \pmod 4 .$$

If the unit cell is centred on the origin, $(1/2,1/2)$ is a vertex where four cells meet. Giving each of them an equal share assigns the charge $N/4$ to one corner, in units of the charge of one orbital. The left side divided by 4 therefore gives this corner charge up to an integer. With compensating ions at the origin, it can be read as the corner charge of a finite sample only if $N$ plus the number of edge pairs is even. Otherwise the bulk is polarised, and equal sharing also puts a half-integer charge per cell on the edges of the sample.

## Use in symmetry analysis of occupied bands

A code that labels the occupied states of a non-interacting band structure by rotation eigenvalues at $\Gamma$, $X$ and $M$ can use the congruence to find $N$ modulo 4 without constructing Wannier functions, provided that the bands are spinless, respect time reversal and are a combination of the orbitals above. The rotations must be taken about the origin; taken about $(1/2,1/2)$, the same combination gives the number of orbitals at $(0,0)$ modulo 4. When symmetry-adapted Wannier functions are already known, the congruence serves as a consistency check.

The rotation matrices must include the Bloch phases. In the basis used below, leaving them out makes the matrices the same at every momentum. If the bands counted are all the bands of a given set of orbitals, the three differences then vanish, whatever $N$ is.

## Eigenvalue changes, site by site

Let $r_a$ be the position of orbital $a$ in the cell, and use the basis $|k,a\rangle=\sum_R e^{ik\cdot R}|R,a\rangle$. A rotation $g$ with on-site amplitudes $U_{ba}$ sends $|R,a\rangle$ to $\sum_b U_{ba}|gR+\Delta_{ba},b\rangle$, where $\Delta_{ba}=gr_a-r_b$ is a lattice vector whenever $U_{ba}\neq0$. At a momentum that $g$ preserves up to a reciprocal lattice vector, the Bloch matrix is
$$B_{ba}(k)=e^{-ik\cdot(gr_a-r_b)}\,U_{ba}.$$

**At $\Gamma$, or for orbitals at the origin.** Every phase is 1. Origin orbitals thus have the same eigenvalues at all three momenta and contribute nothing.

**Orbitals at $(1/2,1/2)$.** A quarter turn moves the site to $(-1/2,1/2)$, a shift by $(-1,0)$, with phase $-1$ at $M$. A half turn shifts it by $(-1,-1)$, with phase $-1$ at $X$. So $C_4$ changes from $\ell$ at $\Gamma$ to $-\ell$ at $M$, and $C_2$ from $\ell^2$ to $-\ell^2$ at $X$.

**Edge pairs.** A quarter turn takes $(1/2,0)$ to $(0,1/2)$ with amplitude 1, and $(0,1/2)$ to $(-1/2,0)$ with amplitude $p$. Only the second move includes a lattice shift, $(-1,0)$, so
$$C_4(\Gamma)=\begin{pmatrix}0&p\\1&0\end{pmatrix},\qquad C_4(M)=\begin{pmatrix}0&-p\\1&0\end{pmatrix}.$$
Their squares are $p$ and $-p$ times the identity, and both traces vanish. For $p=1$ the eigenvalues change from $\pm1$ to $\pm i$; for $p=-1$ they change from $\pm i$ to $\pm1$. The half turn is $\mathrm{diag}(p,p)$ at $\Gamma$ and $\mathrm{diag}(-p,p)$ at $X$.

Counting eigenvalues gives the contribution of each orbital or pair:

| Orbital | $[X_1]$ | $[M_1]$ | $[M_2]$ | $[X_1]+2[M_1]+3[M_2]$ |
|---|---:|---:|---:|---:|
| $(1/2,1/2)$, $\ell=1$ | $-1$ | $-1$ | $0$ | $-3$ |
| $(1/2,1/2)$, $\ell=i$ | $1$ | $0$ | $-1$ | $-2$ |
| $(1/2,1/2)$, $\ell=-1$ | $-1$ | $1$ | $0$ | $1$ |
| $(1/2,1/2)$, $\ell=-i$ | $1$ | $0$ | $1$ | $4$ |
| edge pair, $p=1$ | $-1$ | $-1$ | $1$ | $0$ |
| edge pair, $p=-1$ | $1$ | $1$ | $-1$ | $0$ |

The indicator is therefore
$$[X_1]+2[M_1]+3[M_2]=-3c_0-2c_1+c_2+4c_3 .$$
Subtracting $N$ leaves $-4c_0+3(c_3-c_1)$. With time reversal the second term is zero and the congruence follows. Without it, since 3 is invertible modulo 4, the congruence holds exactly when $c_1\equiv c_3\pmod 4$. A single $\ell=i$ orbital, for example, has indicator $-2$ but $N=1$.

## Three bands worked by hand

Put one $\ell=1$ orbital and one $\pm i$ pair at $(1/2,1/2)$, so that $N=3$.

- $C_2$ has eigenvalues $1,-1,-1$ at $\Gamma$ and $-1,1,1$ at $X$, so $[X_1]=2-1=1$.
- $C_4$ has eigenvalues $1,i,-i$ at $\Gamma$ and $-1,-i,i$ at $M$, so $[M_1]=0-1=-1$ and $[M_2]=1-1=0$.

The indicator is $1-2+0=-1\equiv3\pmod4$. Equal sharing gives one corner the charge $3/4=-1/4+1$. With compensating ions at the origin, the bulk is polarised, since $N$ is odd and there are no edge pairs, so this number is not the corner charge of a finite sample.

## The Lean file

```lean
import Mathlib

open Complex (I)

namespace SquareLatticeCornerCharge

noncomputable section

/-- A quarter turn of the plane about the origin. -/
def turn (r : ℤ × ℤ) : ℤ × ℤ := (-r.2, r.1)

/-- Bloch matrix of `j` quarter turns at a momentum `π (k.1, k.2)` that they leave invariant.
Orbital `a` sits at `d a / 2`, `U` holds the amplitudes of one quarter turn, and the phase is
`exp (-i k · (g r_a - r_b))`. -/
def bloch {n : ℕ} (j : ℕ) (k : ℤ × ℤ) (d : Fin n → ℤ × ℤ)
    (U : Matrix (Fin n) (Fin n) ℂ) : Matrix (Fin n) (Fin n) ℂ :=
  Matrix.of fun b a =>
    (-I) ^ (k.1 * ((turn^[j] (d a)).1 - (d b).1) + k.2 * ((turn^[j] (d a)).2 - (d b).2))
      * (U ^ j) b a

/-- Number of times `z` occurs as an eigenvalue of `A`, with algebraic multiplicity. -/
def mult {n : ℕ} (A : Matrix (Fin n) (Fin n) ℂ) (z : ℂ) : ℤ :=
  (A.charpoly.roots.count z : ℤ)

/-- The four spinless C4 eigenvalues `1, i, -1, -i`. -/
def c4Eig : Fin 4 → ℂ := ![1, I, -1, -I]

/-- The two parities `1, -1` of an edge-centre orbital under C2. -/
def parity : Fin 2 → ℂ := ![1, -1]

/-- An integer combination of orbitals at (0,0) and (1/2,1/2), labelled by C4 eigenvalue,
and of orbital pairs on the two edge centres, labelled by parity. -/
structure Bands where
  origin : Fin 4 → ℤ
  centre : Fin 4 → ℤ
  edge : Fin 2 → ℤ

/-- Time reversal: on each fourfold site the eigenvalues `i` and `-i` occur equally often. -/
def TimeReversal (m : Bands) : Prop :=
  m.origin 1 = m.origin 3 ∧ m.centre 1 = m.centre 3

/-- Number of bands with eigenvalue `z` under `j` quarter turns at momentum `π (k.1, k.2)`. -/
def count (m : Bands) (j : ℕ) (k : ℤ × ℤ) (z : ℂ) : ℤ :=
  (∑ l, m.origin l * mult (bloch j k ![(0, 0)] !![c4Eig l]) z)
  + (∑ l, m.centre l * mult (bloch j k ![(1, 1)] !![c4Eig l]) z)
  + ∑ p, m.edge p * mult (bloch j k ![(1, 0), (0, 1)] !![0, parity p; 1, 0]) z

/-- The combination `[X1] + 2 [M1] + 3 [M2]` of eigenvalue counts relative to Gamma: `X1` is
C2 eigenvalue 1 at X, and `M1`, `M2` are C4 eigenvalues 1 and `i` at M. -/
def indicator (m : Bands) : ℤ :=
  (count m 2 (1, 0) 1 - count m 2 (0, 0) 1)
  + 2 * (count m 1 (1, 1) 1 - count m 1 (0, 0) 1)
  + 3 * (count m 1 (1, 1) I - count m 1 (0, 0) I)

/-- The number of orbitals at (1/2,1/2). -/
def centreCount (m : Bands) : ℤ := ∑ l, m.centre l

/-- Charge of one corner, in units of the charge of one orbital, when every orbital at
(1/2,1/2) is shared equally among four corners. -/
def cornerCharge (m : Bands) : ℚ := (centreCount m : ℚ) / 4

/-- At Gamma the Bloch matrix is the bare product of on-site rotations. -/
theorem bloch_gamma {n : ℕ} (j : ℕ) (d : Fin n → ℤ × ℤ) (U : Matrix (Fin n) (Fin n) ℂ) :
    bloch j (0, 0) d U = U ^ j := by
  ext b a
  simp only [bloch, Matrix.of_apply, zero_mul, add_zero, zpow_zero, one_mul]

/-- An orbital at the rotation centre (0,0) acquires no Bloch phase. -/
theorem bloch_origin (j : ℕ) (k : ℤ × ℤ) (U : Matrix (Fin 1) (Fin 1) ℂ) :
    bloch j k ![(0, 0)] U = U ^ j := by
  have h : turn^[j] (0, 0) = (0, 0) := Function.iterate_fixed rfl j
  have hd : ∀ a : Fin 1, (![(0, 0)] : Fin 1 → ℤ × ℤ) a = (0, 0) := by
    intro a
    fin_cases a
    rfl
  ext b a
  simp only [bloch, Matrix.of_apply, hd, h, sub_self, mul_zero, add_zero, zpow_zero, one_mul]

/-- For an orbital at (1/2,1/2), C4 at M and C2 at X are the on-site values with sign reversed. -/
theorem bloch_centre (l : ℂ) :
    bloch 1 (1, 1) ![(1, 1)] !![l] = !![-l] ∧
    bloch 2 (1, 0) ![(1, 1)] !![l] = !![-l ^ 2] := by
  have h2 : ∀ r, turn^[2] r = (-r.1, -r.2) := fun _ => rfl
  constructor
  · ext b a
    fin_cases b; fin_cases a
    simp [bloch, turn]
  · ext b a
    fin_cases b; fin_cases a
    simp [bloch, h2, pow_two, Matrix.mul_apply]

/-- For edge-centre orbitals of parity `p`, C4 at M has one amplitude reversed, and C2 at X has
diagonal entries `-p` and `p`. -/
theorem bloch_edge (p : ℂ) :
    bloch 1 (1, 1) ![(1, 0), (0, 1)] !![0, p; 1, 0] = !![0, -p; 1, 0] ∧
    bloch 2 (1, 0) ![(1, 0), (0, 1)] !![0, p; 1, 0] = !![-p, 0; 0, p] := by
  have h2 : ∀ r, turn^[2] r = (-r.1, -r.2) := fun _ => rfl
  constructor
  · ext b a
    fin_cases b <;> fin_cases a <;> simp [bloch, turn]
  · ext b a
    fin_cases b <;> fin_cases a <;>
      simp [bloch, h2, pow_two, Matrix.mul_apply, Fin.sum_univ_two]

/-- A single band with symmetry eigenvalue `l` is counted once at `l` and nowhere else. -/
theorem mult_scalar (l z : ℂ) : mult !![l] z = if z = l then 1 else 0 := by
  have h : (!![l] : Matrix (Fin 1) (Fin 1) ℂ).charpoly = Polynomial.X - Polynomial.C l := by
    simp [Matrix.charpoly]
  rw [mult, h, Polynomial.roots_X_sub_C, Multiset.count_singleton]
  split_ifs <;> norm_num

/-- Trace `a + b` and determinant `a b` fix the eigenvalue counts of a two-band matrix. -/
theorem mult_two (A : Matrix (Fin 2) (Fin 2) ℂ) (a b z : ℂ)
    (ht : A.trace = a + b) (hd : A.det = a * b) :
    mult A z = (if z = a then 1 else 0) + (if z = b then 1 else 0) := by
  have h : A.charpoly = (Polynomial.X - Polynomial.C a) * (Polynomial.X - Polynomial.C b) := by
    rw [Matrix.charpoly_fin_two, ht, hd, Polynomial.C_add, Polynomial.C_mul]
    ring
  rw [mult, h, Polynomial.roots_mul (mul_ne_zero (Polynomial.X_sub_C_ne_zero a)
    (Polynomial.X_sub_C_ne_zero b)), Polynomial.roots_X_sub_C, Polynomial.roots_X_sub_C,
    Multiset.count_add, Multiset.count_singleton, Multiset.count_singleton]
  split_ifs <;> norm_num

/-- The indicator as an explicit integer form in the numbers of orbitals at (1/2,1/2). -/
theorem indicator_eq (m : Bands) :
    indicator m = -3 * m.centre 0 - 2 * m.centre 1 + m.centre 2 + 4 * m.centre 3 := by
  -- squares of the on-site rotations
  have s1 : ∀ l : ℂ, (!![l] : Matrix (Fin 1) (Fin 1) ℂ) ^ 2 = !![l ^ 2] := by
    intro l
    ext i j
    fin_cases i; fin_cases j
    simp [pow_two, Matrix.mul_apply]
  have s2 : ∀ p : ℂ, (!![0, p; 1, 0] : Matrix (Fin 2) (Fin 2) ℂ) ^ 2 = !![p, 0; 0, p] := by
    intro p
    ext i j
    fin_cases i <;> fin_cases j <;> simp [pow_two, Matrix.mul_apply, Fin.sum_univ_two]
  -- eigenvalues of the edge-centre matrices
  have e1 := fun z => mult_two !![0, 1; 1, 0] 1 (-1) z
    (by simp [Matrix.trace_fin_two]) (by simp [Matrix.det_fin_two])
  have e2 := fun z => mult_two !![0, -1; 1, 0] I (-I) z
    (by simp [Matrix.trace_fin_two]) (by simp [Matrix.det_fin_two])
  have e3 := fun a b z => mult_two !![a, 0; 0, b] a b z
    (by simp [Matrix.trace_fin_two]) (by simp [Matrix.det_fin_two])
  have c0 : c4Eig 0 = 1 := rfl
  have c1 : c4Eig 1 = I := rfl
  have c2 : c4Eig 2 = -1 := rfl
  have c3 : c4Eig 3 = -I := rfl
  have p0 : parity 0 = 1 := rfl
  have p1 : parity 1 = -1 := rfl
  -- 1 and `i` differ from the other fourth roots of unity
  have n1 : (1 : ℂ) ≠ -1 := by norm_num
  have n2 : (1 : ℂ) ≠ I := by norm_num [Complex.ext_iff]
  have n3 : (1 : ℂ) ≠ -I := by norm_num [Complex.ext_iff]
  have n4 : I ≠ 1 := n2.symm
  have n5 : I ≠ -1 := by norm_num [Complex.ext_iff]
  have n6 : I ≠ -I := by norm_num [Complex.ext_iff]
  unfold indicator count
  simp only [Fin.sum_univ_four, Fin.sum_univ_two, c0, c1, c2, c3, p0, p1,
    bloch_gamma, bloch_origin, (bloch_centre _).1, (bloch_centre _).2,
    (bloch_edge _).1, (bloch_edge _).2, pow_one, s1, s2, neg_neg, e1, e2, e3, mult_scalar,
    neg_sq, one_pow, Complex.I_sq, n1, n2, n3, n4, n5, n6, if_true, if_false]
  ring

/-- With time reversal, `[X1] + 2 [M1] + 3 [M2]` is congruent modulo 4 to the number of
orbitals at (1/2,1/2). -/
theorem indicator_modEq_centreCount (m : Bands) (h : TimeReversal m) :
    indicator m ≡ centreCount m [ZMOD 4] := by
  have hc := h.2
  rw [indicator_eq, centreCount, Fin.sum_univ_four]
  unfold Int.ModEq
  omega

/-- Without assuming time reversal, the congruence holds exactly when the numbers of `i` and
`-i` orbitals at (1/2,1/2) agree modulo 4. -/
theorem indicator_modEq_iff (m : Bands) :
    indicator m ≡ centreCount m [ZMOD 4] ↔ m.centre 1 ≡ m.centre 3 [ZMOD 4] := by
  rw [indicator_eq, centreCount, Fin.sum_univ_four]
  unfold Int.ModEq
  omega

/-- With time reversal, the corner charge is a quarter of the indicator up to an integer. -/
theorem cornerCharge_eq (m : Bands) (h : TimeReversal m) :
    ∃ n : ℤ, cornerCharge m = (indicator m : ℚ) / 4 + n := by
  obtain ⟨n, hn⟩ := Int.modEq_iff_dvd.mp (indicator_modEq_centreCount m h)
  have hz : centreCount m = indicator m + 4 * n := by linarith
  refine ⟨n, ?_⟩
  rw [cornerCharge, hz]
  push_cast
  ring

end

end SquareLatticeCornerCharge
```

```lean
#print axioms SquareLatticeCornerCharge.indicator_modEq_iff
#print axioms SquareLatticeCornerCharge.cornerCharge_eq
```

```
'SquareLatticeCornerCharge.indicator_modEq_iff' depends on axioms: [propext, Classical.choice, Quot.sound]
'SquareLatticeCornerCharge.cornerCharge_eq' depends on axioms: [propext, Classical.choice, Quot.sound]
```

## What the theorems say and assume

`indicator_modEq_centreCount` says that for every `m : Bands` satisfying `TimeReversal m`, the integers `indicator m` and `centreCount m` are congruent modulo 4. `indicator_modEq_iff` gives the exact condition without time reversal, and `cornerCharge_eq` restates the first result for the charge.

`Bands` holds the integer multiplicities; `m.centre 0` to `m.centre 3` are $c_0$ to $c_3$, and each unit of `edge` is a pair of orbitals. In `bloch`, positions are doubled and momenta are in units of $\pi$, so the phase becomes an integer power of $-i$. The argument `j` is the number of quarter turns: 1 for $C_4$, 2 for $C_2$. `mult` counts roots of the characteristic polynomial, and `count` extends these counts linearly to integer combinations.

Time reversal enters as a condition on multiplicities; the antiunitary operator is not constructed. The bands are assumed to be combinations of the listed orbitals, with no orbitals at general positions, no spin and no interactions. No Hamiltonian or finite sample appears. `cornerCharge` is defined by the equal-sharing rule, so ionic charge, bulk polarisation and the details of a real edge are left aside.

## How the proof follows the derivation

`bloch_gamma` and `bloch_origin` show that the phases are trivial. `bloch_centre` and `bloch_edge` compute the matrices at $M$ and $X$ entry by entry. `mult_scalar` counts the eigenvalue of a single band, and `mult_two` obtains the counts of a two-band matrix from its trace and determinant.

`indicator_eq` assembles the table. Its `simp only` step inserts the matrices and decides which eigenvalues coincide, using the fact that 1 and $i$ differ from the other fourth roots of unity; `ring` then collects the coefficients, and the origin and edge terms cancel. For both congruence theorems, `omega` carries out the reduction modulo 4. `cornerCharge_eq` writes the congruence as a difference of $4n$ and divides by 4.
